# Spin summation of the pair energy for closed-shell doubles amplitudes

With each spatial orbital available to both spins, the pair energy of closed-shell doubles, summed over all pairs, can be written over spin orbitals or over spatial orbitals alone. Let g_iajb be the spatial integral (ia|jb), and let ⟨IJ‖AB⟩ = (IA|JB) − (IB|JA), where (IA|JB) is g_iajb if I, A have equal spin and J, B have equal spin, and zero otherwise. The spin-orbital amplitude is built likewise from a spatial array u: u_ijab when the spins of I, A and of J, B match, minus u_ijba when those of I, B and of J, A match. The theorem `pair_energy` states that one quarter of the sum of ⟨IJ‖AB⟩ times this amplitude, over all I, J, A, B, equals the sum of (2 g_iajb − g_ibja) u_ijab over all i, j, a, b. The sets of occupied and virtual orbitals are finite, and `g` and `u` are arbitrary complex arrays, with no permutation symmetry assumed. The proof splits the spatial sum in two, uses earlier lemmas to turn the pieces into the equal-spin and opposite-spin parts of the spin-orbital sum, and then tries to join these under the common factor 1/4.

The failing Lean file:

```lean
import Mathlib

open Finset

namespace PairEnergy

noncomputable section

variable {O V : Type*}

/-- The Coulomb integral (IA|JB) over spin orbitals: the spatial integral `g i a j b` if
I, A have equal spin and J, B have equal spin, and zero otherwise. -/
def coulomb (g : O → V → O → V → ℂ) (I : O × Bool) (A : V × Bool)
    (J : O × Bool) (B : V × Bool) : ℂ :=
  if I.2 = A.2 ∧ J.2 = B.2 then g I.1 A.1 J.1 B.1 else 0

/-- The antisymmetrized integral ⟨IJ‖AB⟩ = (IA|JB) - (IB|JA). -/
def antisymIntegral (g : O → V → O → V → ℂ) (I J : O × Bool) (A B : V × Bool) : ℂ :=
  coulomb g I A J B - coulomb g I B J A

/-- The closed-shell doubles amplitude over spin orbitals, built from spatial
amplitudes `u i j a b` as a direct minus an exchange term. -/
def spinDouble (u : O → O → V → V → ℂ) (I J : O × Bool) (A B : V × Bool) : ℂ :=
  (if I.2 = A.2 ∧ J.2 = B.2 then u I.1 J.1 A.1 B.1 else 0) -
    (if I.2 = B.2 ∧ J.2 = A.2 then u I.1 J.1 B.1 A.1 else 0)

variable [Fintype O] [Fintype V]

/-- A sum over two occupied and two virtual spin orbitals is a sum over spatial
orbitals of a sum over the four spins. -/
theorem sum_spinOrbitals (F : O × Bool → O × Bool → V × Bool → V × Bool → ℂ) :
    ∑ I, ∑ J, ∑ A, ∑ B, F I J A B =
      ∑ i, ∑ j, ∑ a, ∑ b, ∑ p, ∑ q, ∑ r, ∑ s, F (i, p) (j, q) (a, r) (b, s) := by
  simp only [Fintype.sum_prod_type, Fintype.sum_bool, ← sum_add_distrib]

/-- The two virtual labels may be exchanged under the full sum. -/
theorem swap_virtuals (F : O → O → V → V → ℂ) :
    ∑ i, ∑ j, ∑ a, ∑ b, F i j b a = ∑ i, ∑ j, ∑ a, ∑ b, F i j a b :=
  sum_congr rfl fun _ _ => sum_congr rfl fun _ _ => sum_comm

/-- The part of the pair energy in which the two occupied spin orbitals have equal spin
is the sum of `(g_iajb - g_ibja) u_ijab`. -/
theorem same_spin_energy (g : O → V → O → V → ℂ) (u : O → O → V → V → ℂ) :
    1 / 4 * ∑ I : O × Bool, ∑ J : O × Bool, ∑ A : V × Bool, ∑ B : V × Bool,
      (if I.2 = J.2 then antisymIntegral g I J A B * spinDouble u I J A B else 0) =
    ∑ i, ∑ j, ∑ a, ∑ b, (g i a j b - g i b j a) * u i j a b := by
  have h : ∑ I : O × Bool, ∑ J : O × Bool, ∑ A : V × Bool, ∑ B : V × Bool,
      (if I.2 = J.2 then antisymIntegral g I J A B * spinDouble u I J A B else 0) =
      2 * (∑ i, ∑ j, ∑ a, ∑ b, (g i a j b - g i b j a) * u i j a b) +
      2 * (∑ i, ∑ j, ∑ a, ∑ b, (g i b j a - g i a j b) * u i j b a) := by
    rw [sum_spinOrbitals]
    simp only [mul_sum, ← sum_add_distrib]
    refine sum_congr rfl fun i _ => sum_congr rfl fun j _ =>
      sum_congr rfl fun a _ => sum_congr rfl fun b _ => ?_
    simp only [Fintype.sum_bool, antisymIntegral, coulomb, spinDouble, reduceCtorEq,
      and_true, and_false, if_true, if_false]
    ring
  have sw : ∑ i, ∑ j, ∑ a, ∑ b, (g i b j a - g i a j b) * u i j b a =
      ∑ i, ∑ j, ∑ a, ∑ b, (g i a j b - g i b j a) * u i j a b :=
    swap_virtuals (fun i j a b => (g i a j b - g i b j a) * u i j a b)
  linear_combination (1 / 4) * h + (1 / 2) * sw

/-- The part of the pair energy in which the two occupied spin orbitals have opposite spin
is the sum of `g_iajb u_ijab`. -/
theorem opposite_spin_energy (g : O → V → O → V → ℂ) (u : O → O → V → V → ℂ) :
    1 / 4 * ∑ I : O × Bool, ∑ J : O × Bool, ∑ A : V × Bool, ∑ B : V × Bool,
      (if I.2 = J.2 then 0 else antisymIntegral g I J A B * spinDouble u I J A B) =
    ∑ i, ∑ j, ∑ a, ∑ b, g i a j b * u i j a b := by
  have h : ∑ I : O × Bool, ∑ J : O × Bool, ∑ A : V × Bool, ∑ B : V × Bool,
      (if I.2 = J.2 then 0 else antisymIntegral g I J A B * spinDouble u I J A B) =
      2 * (∑ i, ∑ j, ∑ a, ∑ b, g i a j b * u i j a b) +
      2 * (∑ i, ∑ j, ∑ a, ∑ b, g i b j a * u i j b a) := by
    rw [sum_spinOrbitals]
    simp only [mul_sum, ← sum_add_distrib]
    refine sum_congr rfl fun i _ => sum_congr rfl fun j _ =>
      sum_congr rfl fun a _ => sum_congr rfl fun b _ => ?_
    simp only [Fintype.sum_bool, antisymIntegral, coulomb, spinDouble, reduceCtorEq,
      and_true, and_false, if_true, if_false]
    ring
  have sw : ∑ i, ∑ j, ∑ a, ∑ b, g i b j a * u i j b a =
      ∑ i, ∑ j, ∑ a, ∑ b, g i a j b * u i j a b :=
    swap_virtuals (fun i j a b => g i a j b * u i j a b)
  linear_combination (1 / 4) * h + (1 / 2) * sw

/-- Spin summation of the pair energy: one quarter of the spin-orbital sum of integrals
times closed-shell doubles is the spatial sum of `(2 g_iajb - g_ibja) u_ijab`. -/
theorem pair_energy (g : O → V → O → V → ℂ) (u : O → O → V → V → ℂ) :
    1 / 4 * ∑ I, ∑ J, ∑ A, ∑ B, antisymIntegral g I J A B * spinDouble u I J A B =
      ∑ i, ∑ j, ∑ a, ∑ b, (2 * g i a j b - g i b j a) * u i j a b := by
  -- split the left side by relative spin, and the right side accordingly
  have hr : ∑ i, ∑ j, ∑ a, ∑ b, (2 * g i a j b - g i b j a) * u i j a b =
      ∑ i, ∑ j, ∑ a, ∑ b, (g i a j b - g i b j a) * u i j a b +
      ∑ i, ∑ j, ∑ a, ∑ b, g i a j b * u i j a b := by
    simp only [← sum_add_distrib]
    refine sum_congr rfl fun i _ => sum_congr rfl fun j _ =>
      sum_congr rfl fun a _ => sum_congr rfl fun b _ => ?_
    ring
  rw [hr, ← same_spin_energy, ← opposite_spin_energy, ← mul_add]
  congr 1
  simp only [← sum_add_distrib]
  refine sum_congr rfl fun I _ => sum_congr rfl fun J _ =>
    sum_congr rfl fun A _ => sum_congr rfl fun B _ => ?_
  split_ifs <;> ring

end

end PairEnergy
```

Compiling this gives:

```
Main.lean:98:54: error: Tactic `rewrite` failed: Did not find an occurrence of the pattern
  ?a * ?b + ?a * ?c
in the target expression
  1 / 4 *
      (1 / 4 *
        ∑ I,
          ∑ J,
            ∑ A,
              ∑ B,
                if I.2 = J.2 then 0
                else
                  antisymIntegral (fun I A J => antisymIntegral g I J A) I J A B * spinDouble (spinDouble u) I J A B) =
    (1 / 4 * ∑ I, ∑ J, ∑ A, ∑ B, if I.2 = J.2 then antisymIntegral g I J A B * spinDouble u I J A B else 0) +
      ∑ i, ∑ j, ∑ a, ∑ b, g i a j b * u i j a b

O : Type u_1
V : Type u_2
inst✝¹ : Fintype O
inst✝ : Fintype V
g : O → V → O → V → ℂ
u : O → O → V → V → ℂ
hr :
  ∑ i, ∑ j, ∑ a, ∑ b, (2 * g i a j b - g i b j a) * u i j a b =
    ∑ i, ∑ j, ∑ a, ∑ b, (g i a j b - g i b j a) * u i j a b + ∑ i, ∑ j, ∑ a, ∑ b, g i a j b * u i j a b
⊢ 1 / 4 *
      (1 / 4 *
        ∑ I,
          ∑ J,
            ∑ A,
              ∑ B,
                if I.2 = J.2 then 0
                else
                  antisymIntegral (fun I A J => antisymIntegral g I J A) I J A B * spinDouble (spinDouble u) I J A B) =
    (1 / 4 * ∑ I, ∑ J, ∑ A, ∑ B, if I.2 = J.2 then antisymIntegral g I J A B * spinDouble u I J A B else 0) +
      ∑ i, ∑ j, ∑ a, ∑ b, g i a j b * u i j a b
```

The mended proof, as a diff:

```diff
@@ -96,5 +96,5 @@
       sum_congr rfl fun a _ => sum_congr rfl fun b _ => ?_
     ring
-  rw [hr, ← same_spin_energy, ← opposite_spin_energy, ← mul_add]
+  rw [hr, ← same_spin_energy g u, ← opposite_spin_energy g u, ← mul_add]
   congr 1
   simp only [← sum_add_distrib]
```

Diagnosis. The error is reported at `← mul_add`, which finds no sum of the form `?a * ?b + ?a * ?c`, but the wrong turn came one rewrite earlier. Used backwards without arguments, `opposite_spin_energy` looks for any fourfold sum of `?g i a j b * ?u i j a b`. The spin-orbital sum on the left of the goal also has that form, with spin orbitals as the indices, `antisymIntegral g` (its arguments reordered) as `?g` and `spinDouble u` as `?u`. Lean rewrote that sum, which is why the goal shows a second `1 / 4` and `spinDouble (spinDouble u)` on the left. The intended sum on the right stayed as it was, without the factor 1/4 that `← mul_add` needs.

Writing `opposite_spin_energy g u` fixes the arrays, so the rewrite finds the spatial sum on the right, and both terms there then carry the factor 1/4. The same arguments on `same_spin_energy` are mere tidying, since the goal shows that this rewrite had already chosen `g` and `u`.
